# Crooks relation for two-measurement work in a finite-dimensional, microreversible quantum system

A free-energy difference can be read off from repeated forward and reversed runs of a finite quantum system, each started in thermal equilibrium at the same temperature and driven without contact to a bath, by comparing the probability of work $w$ in the forward runs with that of work $-w$ in the reversed ones. Where both are nonzero, their ratio is fixed by $w$, the temperature and the partition functions, provided that the drive and its reverse are related by an antiunitary time reversal.

In Lean 4 with Mathlib:

```lean
import Mathlib

open scoped InnerProductSpace ComplexConjugate

namespace QuantumCrooksRelation

noncomputable section

variable {V : Type*} [NormedAddCommGroup V] [InnerProductSpace ℂ V] [FiniteDimensional ℂ V]
variable {ι κ : Type*} [Fintype ι] [Fintype κ]

/-- A conjugate-linear map is antiunitary when it exchanges the two arguments of every
inner product. -/
def IsAntiunitary (T : V →ₛₗ[starRingEnd ℂ] V) : Prop :=
  ∀ u v, ⟪T u, T v⟫_ℂ = ⟪v, u⟫_ℂ

/-- Microreversibility `T W† = W' T`. For unitary `W` it says that the evolution `W'` of the
reversed protocol undoes `W` on time-reversed states. -/
def MicroReversible (T : V →ₛₗ[starRingEnd ℂ] V) (W W' : V →ₗ[ℂ] V) : Prop :=
  ∀ v, T (LinearMap.adjoint W v) = W' (T v)

/-- The partition function of the levels `E` at inverse temperature `β`. -/
def partition (β : ℝ) (E : ι → ℝ) : ℝ := ∑ a, Real.exp (-β * E a)

/-- The squared modulus of `⟪y, W x⟫`. For unit vectors `x`, `y` and unitary `W` it is the Born
probability of finding the state `y` after `x` has evolved by `W`. -/
def transProb (W : V →ₗ[ℂ] V) (x y : V) : ℝ := ‖⟪y, W x⟫_ℂ‖ ^ 2

/-- The Gibbs weight of level `a` times `transProb W (x a) (y b)`. For orthonormal bases `x`, `y`
and unitary `W` it is the joint probability of drawing `x a` from the Gibbs distribution and then
measuring `y b` after the evolution `W`. -/
def jointProb (β : ℝ) (E : ι → ℝ) (x : ι → V) (y : κ → V) (W : V →ₗ[ℂ] V)
    (a : ι) (b : κ) : ℝ :=
  Real.exp (-β * E a) / partition β E * transProb W (x a) (y b)

/-- The sum of `jointProb` over all pairs of an initial and a final level for which the final energy
minus the initial one is `w`. For orthonormal bases `x`, `y` and unitary `W` it is the probability
of the work value `w`. -/
def workProb (β : ℝ) (E : ι → ℝ) (E' : κ → ℝ) (x : ι → V) (y : κ → V) (W : V →ₗ[ℂ] V)
    (w : ℝ) : ℝ :=
  ∑ a, ∑ b, if E' b - E a = w then jointProb β E x y W a b else 0

/-- The free energy difference `-log (Z'/Z) / β` between the final and the initial levels, for
`β ≠ 0` and nonempty sets of levels. -/
def freeEnergyChange (β : ℝ) (E : ι → ℝ) (E' : κ → ℝ) : ℝ :=
  -Real.log (partition β E' / partition β E) / β

/-- The partition function of a nonempty set of levels is positive. -/
theorem partition_pos [Nonempty ι] (β : ℝ) (E : ι → ℝ) : 0 < partition β E :=
  Finset.sum_pos (fun _ _ => Real.exp_pos _) Finset.univ_nonempty

omit [FiniteDimensional ℂ V] in
/-- If `K T = T H`, then `T` carries an eigenvector of `H` with real energy `e` to a vector
that `K` multiplies by the same energy. -/
theorem reversed_energy {T : V →ₛₗ[starRingEnd ℂ] V} {H K : V →ₗ[ℂ] V}
    (hK : ∀ v, K (T v) = T (H v)) {x : V} {e : ℝ} (hx : H x = (e : ℂ) • x) :
    K (T x) = (e : ℂ) • T x := by
  rw [hK x, hx, map_smulₛₗ T, Complex.conj_ofReal]

/-- If two stages of a drive are microreversible, so is the whole drive, with the reversed
stages run in the opposite order. -/
theorem MicroReversible.comp {T : V →ₛₗ[starRingEnd ℂ] V} {W₁ W₁' W₂ W₂' : V →ₗ[ℂ] V}
    (h₁ : MicroReversible T W₁ W₁') (h₂ : MicroReversible T W₂ W₂') :
    MicroReversible T (W₂ ∘ₗ W₁) (W₁' ∘ₗ W₂') := by
  intro v
  rw [LinearMap.adjoint_comp, LinearMap.comp_apply, LinearMap.comp_apply,
    h₁ (LinearMap.adjoint W₂ v), h₂ v]

/-- For antiunitary `T` and microreversible evolutions, the transition from `x` to `y` is as
probable as the reversed transition from `T y` to `T x`. -/
theorem transProb_reverse {T : V →ₛₗ[starRingEnd ℂ] V} {W W' : V →ₗ[ℂ] V}
    (hT : IsAntiunitary T) (h : MicroReversible T W W') (x y : V) :
    transProb W' (T y) (T x) = transProb W x y := by
  unfold transProb
  rw [← h y, hT x (LinearMap.adjoint W y), LinearMap.adjoint_inner_left]

/-- For antiunitary `T` and microreversible evolutions, the forward joint probability of a pair of
levels is `exp (β w) Z'/Z` times the reverse one, where `w = E' b - E a`. -/
theorem jointProb_reverse {T : V →ₛₗ[starRingEnd ℂ] V} {W W' : V →ₗ[ℂ] V}
    (hT : IsAntiunitary T) (h : MicroReversible T W W') (β : ℝ) (E : ι → ℝ) (E' : κ → ℝ)
    (x : ι → V) (y : κ → V) (a : ι) (b : κ) :
    jointProb β E x y W a b =
      Real.exp (β * (E' b - E a)) * (partition β E' / partition β E) *
        jointProb β E' (fun b => T (y b)) (fun a => T (x a)) W' b a := by
  have : Nonempty ι := ⟨a⟩
  have : Nonempty κ := ⟨b⟩
  have hZ := (partition_pos β E).ne'
  have hZ' := (partition_pos β E').ne'
  -- the ratio of the two Boltzmann factors is the exponential of the work
  have hexp : Real.exp (-β * E a) =
      Real.exp (β * (E' b - E a)) * Real.exp (-β * E' b) := by
    rw [← Real.exp_add]
    congr 1
    ring
  simp only [jointProb, transProb_reverse hT h]
  rw [hexp]
  field_simp

/-- **Crooks relation.** For antiunitary `T` with `T W† = W' T`, the probability of work `w` in
the forward process is `exp (β w) Z'/Z` times the probability of work `-w` in the process that
starts from the Gibbs distribution on the `T y b`, evolves by `W'` and measures the `T x a`. -/
theorem crooks {T : V →ₛₗ[starRingEnd ℂ] V} {W W' : V →ₗ[ℂ] V}
    (hT : IsAntiunitary T) (h : MicroReversible T W W') (β : ℝ) (E : ι → ℝ) (E' : κ → ℝ)
    (x : ι → V) (y : κ → V) (w : ℝ) :
    workProb β E E' x y W w =
      Real.exp (β * w) * (partition β E' / partition β E) *
        workProb β E' E (fun b => T (y b)) (fun a => T (x a)) W' (-w) := by
  unfold workProb
  rw [Finset.sum_comm, Finset.mul_sum]
  refine Finset.sum_congr rfl fun b _ => ?_
  rw [Finset.mul_sum]
  refine Finset.sum_congr rfl fun a _ => ?_
  -- a pair contributes to work `w` forward exactly when it contributes to `-w` in reverse
  by_cases hw : E' b - E a = w
  · have hr : E a - E' b = -w := by linarith
    rw [if_pos hw, if_pos hr, jointProb_reverse hT h β E E' x y a b, hw]
  · have hr : ¬ (E a - E' b = -w) := fun h' => hw (by linarith)
    rw [if_neg hw, if_neg hr, mul_zero]

/-- For antiunitary `T`, microreversible evolutions, `β ≠ 0` and nonempty sets of levels, the
forward probability of work `ΔF` equals the reverse probability of work `-ΔF`. -/
theorem crooks_crossing [Nonempty ι] [Nonempty κ] {T : V →ₛₗ[starRingEnd ℂ] V}
    {W W' : V →ₗ[ℂ] V} (hT : IsAntiunitary T) (h : MicroReversible T W W') {β : ℝ}
    (hβ : β ≠ 0) (E : ι → ℝ) (E' : κ → ℝ) (x : ι → V) (y : κ → V) :
    workProb β E E' x y W (freeEnergyChange β E E') =
      workProb β E' E (fun b => T (y b)) (fun a => T (x a)) W'
        (-freeEnergyChange β E E') := by
  have hr : 0 < partition β E' / partition β E :=
    div_pos (partition_pos β E') (partition_pos β E)
  have hb : β * freeEnergyChange β E E' = -Real.log (partition β E' / partition β E) := by
    unfold freeEnergyChange
    exact mul_div_cancel₀ _ hβ
  rw [crooks hT h, hb, Real.exp_neg, Real.exp_log hr, inv_mul_cancel₀ hr.ne', one_mul]

/-- **Jarzynski equality.** For orthonormal bases `x`, `y` and an evolution with `W W† = 1`, the
average of `exp (-β w)` over the forward process is `Z'/Z`. -/
theorem jarzynski {W : V →ₗ[ℂ] V} (hW : ∀ v, W (LinearMap.adjoint W v) = v) (β : ℝ)
    (E : ι → ℝ) (E' : κ → ℝ) (x : OrthonormalBasis ι ℂ V) (y : OrthonormalBasis κ ℂ V) :
    ∑ a, ∑ b, jointProb β E x y W a b * Real.exp (-β * (E' b - E a)) =
      partition β E' / partition β E := by
  -- the probabilities of reaching a given final state sum to one
  have hcol : ∀ b, ∑ a, transProb W (x a) (y b) = 1 := by
    intro b
    have h1 : ∀ a, transProb W (x a) (y b) = ‖⟪LinearMap.adjoint W (y b), x a⟫_ℂ‖ ^ 2 :=
      fun a => by rw [transProb, LinearMap.adjoint_inner_left]
    have h2 : ‖LinearMap.adjoint W (y b)‖ ^ 2 = 1 := by
      rw [norm_sq_eq_re_inner (𝕜 := ℂ), LinearMap.adjoint_inner_left, hW,
        ← norm_sq_eq_re_inner (𝕜 := ℂ), y.orthonormal.1 b, one_pow]
    simp_rw [h1]
    rw [x.sum_sq_norm_inner_left, h2]
  rw [Finset.sum_comm]
  calc ∑ b, ∑ a, jointProb β E x y W a b * Real.exp (-β * (E' b - E a))
      = ∑ b, Real.exp (-β * E' b) / partition β E * ∑ a, transProb W (x a) (y b) := by
        refine Finset.sum_congr rfl fun b _ => ?_
        rw [Finset.mul_sum]
        refine Finset.sum_congr rfl fun a _ => ?_
        have hexp : Real.exp (-β * E' b) =
            Real.exp (-β * E a) * Real.exp (-β * (E' b - E a)) := by
          rw [← Real.exp_add]
          congr 1
          ring
        rw [hexp, jointProb]
        ring
    _ = partition β E' / partition β E := by
        simp only [hcol, mul_one]
        rw [← Finset.sum_div]
        rfl

/-- Complex conjugation of the components of a state vector. -/
def conjugation (n : Type*) [Fintype n] :
    EuclideanSpace ℂ n →ₛₗ[starRingEnd ℂ] EuclideanSpace ℂ n where
  toFun v := WithLp.toLp 2 fun i => conj (v i)
  map_add' u v := by ext i; simp
  map_smul' c v := by ext i; simp

/-- Complex conjugation is antiunitary, and with it every matrix `A` and its transpose form a
microreversible pair. -/
theorem microReversible_witness {n : Type*} [Fintype n] [DecidableEq n] (A : Matrix n n ℂ) :
    IsAntiunitary (conjugation n) ∧
      MicroReversible (conjugation n) (Matrix.toEuclideanLin A)
        (Matrix.toEuclideanLin A.transpose) := by
  constructor
  · intro u v
    simp [conjugation, PiLp.inner_apply, mul_comm]
  · intro v
    rw [← Matrix.toEuclideanLin_conjTranspose_eq_adjoint]
    ext i
    change conj (∑ j, A.conjTranspose i j * v j) = ∑ j, A.transpose i j * conj (v j)
    simp [Matrix.conjTranspose_apply]

end

end QuantumCrooksRelation
```

```lean
#print axioms QuantumCrooksRelation.MicroReversible.comp
#print axioms QuantumCrooksRelation.crooks
#print axioms QuantumCrooksRelation.crooks_crossing
#print axioms QuantumCrooksRelation.jarzynski
```

```
'QuantumCrooksRelation.MicroReversible.comp' depends on axioms: [propext, Classical.choice, Quot.sound]
'QuantumCrooksRelation.crooks' depends on axioms: [propext, Classical.choice, Quot.sound]
'QuantumCrooksRelation.crooks_crossing' depends on axioms: [propext, Classical.choice, Quot.sound]
'QuantumCrooksRelation.jarzynski' depends on axioms: [propext, Classical.choice, Quot.sound]
```

## Two processes and one relation

A system starts in thermal equilibrium at inverse temperature $\beta$. Its energy is measured, giving $E_a$ and the state $x_a$; a drive $W$ acts; a second measurement gives $E'_b$ and the state $y_b$. The work is $w=E'_b-E_a$. The reverse process starts from the Gibbs distribution on the states $Ty_b$, evolves by $W'$ and measures the $Tx_a$. With $Z=\sum_a e^{-\beta E_a}$ and $Z'=\sum_b e^{-\beta E'_b}$, the theorem `crooks` says that for every real $w$

$$P_F(w)=e^{\beta w}\,\frac{Z'}{Z}\,P_R(-w).$$

Both distributions are instances of `workProb`, which sums Gibbs weight times Born probability over the pairs of levels with the given energy difference. The prime on $E'$ and $Z'$ marks the final levels, whereas $W'$ is the reversed evolution.

`IsAntiunitary` requires the conjugate-linear map $T$ to satisfy $\langle Tu,Tv\rangle=\langle v,u\rangle$. `MicroReversible` is the condition $TW^\dagger=W'T$. For unitary $W$ it says that, on time-reversed states, the reversed protocol undoes the drive. It is assumed here. For a real system, one has to show that the propagators of the Schrödinger equation for the protocol and its reverse, with any magnetic field flipped, satisfy it.

`crooks` allows arbitrary vectors and any linear $W$. The sums are physical probabilities when $x$ and $y$ are orthonormal energy eigenbases and $W$ is unitary. The space is finite-dimensional, and no bath acts during the drive.

## From one transition to the work distribution

Microreversibility, antiunitarity and the definition of the adjoint give, in turn,

$$|\langle Tx,W'Ty\rangle|=|\langle Tx,TW^\dagger y\rangle|=|\langle W^\dagger y,x\rangle|=|\langle y,Wx\rangle|.$$

Squaring gives `transProb_reverse`; its rewrites are these three equalities.

Let $q_{ab}=|\langle y_b,Wx_a\rangle|^2$. Since $e^{-\beta E_a}=e^{\beta(E'_b-E_a)}e^{-\beta E'_b}$,

$$\frac{e^{-\beta E_a}}{Z}q_{ab}=e^{\beta(E'_b-E_a)}\frac{Z'}{Z}\left(\frac{e^{-\beta E'_b}}{Z'}q_{ab}\right).$$

The bracket is the joint probability of the reversed pair. This is `jointProb_reverse`, where `hexp` splits the exponential and `partition_pos` permits the cancellation of $Z'$.

A pair has $E'_b-E_a=w$ exactly when $E_a-E'_b=-w$. Summing over such pairs therefore gives the relation. In `crooks`, `Finset.sum_comm` exchanges the sums and `by_cases` separates contributing pairs from the rest.

## Reversed levels, staged drives and free energy

Let $H$ be a Hamiltonian of the forward process and $K$ its counterpart in the reverse process. If $KT=TH$ and $Hx=ex$ with $e$ real, then $KTx=T(ex)=\bar e\,Tx=e\,Tx$. So `reversed_energy` justifies using the same energies in the reverse process. For a drive in two stages,

$$T(W_2W_1)^\dagger=TW_1^\dagger W_2^\dagger=W_1'TW_2^\dagger=W_1'W_2'T,$$

which is `MicroReversible.comp`.

For $\beta\neq0$, set $\Delta F=-\beta^{-1}\ln(Z'/Z)$. At $w=\Delta F$ the prefactor is $e^{-\ln(Z'/Z)}Z'/Z=1$, hence `crooks_crossing`. With discrete levels, both probabilities there may be zero.

`jarzynski` needs no time reversal, only orthonormal bases and $WW^\dagger=1$. Then $\sum_a q_{ab}=\|W^\dagger y_b\|^2=\langle y_b,WW^\dagger y_b\rangle=1$, which is `hcol`, and

$$\sum_{a,b}\frac{e^{-\beta E_a}}{Z}q_{ab}e^{-\beta(E'_b-E_a)}=\sum_b\frac{e^{-\beta E'_b}}{Z}=\frac{Z'}{Z}.$$

Finally, `microReversible_witness` takes $T$ to be complex conjugation of components. Conjugating $A^\dagger v$ gives $A^{\mathsf T}\bar v$, so any matrix $A$ and its transpose satisfy the condition.

## In a spin-cluster calculation

For a small driven spin cluster, one diagonalises the initial and final Hamiltonians, propagates each $x_a$ and tabulates $q_{ab}$. Under microreversibility, the transposed table serves the reverse process without a second propagation. The two spectra already give $\Delta F$ here, and distributions built from this one table merely return it. In an experiment, where both distributions are measured, any $w$ at which both probabilities are nonzero gives

$$\Delta F=w-\frac1\beta\ln\frac{P_F(w)}{P_R(-w)}.$$

An alternative model would start from Hermitian Hamiltonians and use their spectral projectors in place of lists of energies and vectors. That would build the link between levels and states into the statement and remove the choice of basis within degenerate levels, but it would require spectral decompositions in the definition of work.
